# The Huzinaga embedding operator reverses the energies of frozen Fock orbitals and keeps those of active ones

## Where do the frozen orbitals go?

If I freeze the orbitals of an environment and then fill the lowest eigenstates of the full Fock operator with the remaining electrons, those electrons can fall into orbitals that the environment already occupies. The Huzinaga operator is supposed to prevent this. With \(F\) the Fock operator, \(S\) the overlap and \(D\) the density matrix of the frozen environment, normalised to occupation one per orbital, it reads

\[
H = F - FDS - SDF .
\]

I have been told that a Fock orbital of energy \(\varepsilon\) keeps its energy under \(H\) if it has no environment part, and gets energy \(-\varepsilon\) if it lies in the environment. Deeply bound frozen orbitals would then end up high in the spectrum. I would like to see this derived in a non-orthogonal basis, with every assumption visible and the argument checked by a proof assistant. I would also like to know the converse: what does a solution of the embedding equation tell me about \(F\)?

## The sign change follows from expanding the operator

Let \(c\) be an orbital, given as a coefficient vector. Its environment part is \(DSc\), and the remainder \(c-DSc\) is its active part. Suppose first that \(c\) is a Fock orbital, \(Fc=\varepsilon Sc\). Then

\[
Hc = Fc - F\,DSc - SD\,Fc
   = \varepsilon Sc - F\,DSc - \varepsilon S\,DSc .
\]

If \(c\) lies in the environment, \(DSc=c\), and the right-hand side is \(\varepsilon Sc-\varepsilon Sc-\varepsilon Sc=-\varepsilon Sc\). If \(c\) has no environment part, \(DSc=0\), and only \(\varepsilon Sc\) is left.

The converse needs idempotency in the overlap metric, \(DSD=D\). This holds when \(D\) is built from environment orbitals that are orthonormal with respect to \(S\), each with occupation one. It gives

\[
\begin{aligned}
H\,DS &= FDS - F(DSD)S - SDF\,DS = -SDFDS,\\
SD\,H &= SDF - SDFDS - S(DSD)F = -SDFDS .
\end{aligned}
\]

Expanding a product also shows, without idempotency, that

\[
(1-SD)F(1-DS) - SDFDS = F - FDS - SDF = H .
\]

When \(D\) is idempotent, so that \(DS\) is a projector, this says that \(H\) is the active block of \(F\) minus its environment block, and that the blocks that couple the two spaces are absent.

Now let \(Hc=\mu Sc\) for a real number \(\mu\), and write \(e=DSc\) and \(a=c-e\). Multiplying from the left by \(SD\) gives \(-SDF\,e=\mu S\,e\), that is,

\[
SDF\,e = -\mu S e .
\]

The block form says \(Hc=(1-SD)F\,a-SDF\,e\). Inserting the equation for \(e\) turns \(Hc=\mu Sc\) into \((1-SD)F\,a+\mu Se=\mu Sc\), and hence

\[
(1-SD)F\,a = \mu S a .
\]

Conversely, if both projected equations hold, the block form gives \(Hc=\mu Sa+\mu Se=\mu Sc\). The embedding equation is therefore equivalent to this pair.

The left projections disappear if the environment is stationary, \(FDS=SDF\). In that case \(SDFDS=FDSDS=FDS\), so \(SDF\,e=Fe\). Likewise

\[
(1-SD)F(1-DS)=F(1-DS)-(SDF-SDFDS)=F(1-DS),
\]

because \(SDF\) and \(SDFDS\) both equal \(FDS\). Thus \((1-SD)F\,a=Fa\), and the pair becomes \(Fe=-\mu Se\) and \(Fa=\mu Sa\).

## Two overlapping basis functions

Take

\[
S=\begin{pmatrix}1&\tfrac12\\ \tfrac12&1\end{pmatrix},\quad
D=\begin{pmatrix}1&0\\0&0\end{pmatrix},\quad
F=\begin{pmatrix}-2&-1\\-1&1\end{pmatrix}.
\]

The first basis function, \((1,0)\), is normalised and is the frozen orbital: \(F(1,0)=(-2,-1)=-2\,S(1,0)\). The vector \((1,-2)\) satisfies \(F(1,-2)=(0,-3)=2\,S(1,-2)\) and has no environment part. Its squared norm in the overlap metric is 3, so the normalised active orbital is \((1,-2)/\sqrt3\), with energy 2.

Here

\[
FDS=SDF=\begin{pmatrix}-2&-1\\-1&-\tfrac12\end{pmatrix},\qquad
H=\begin{pmatrix}2&1\\1&2\end{pmatrix}=2S .
\]

The frozen level has moved from \(-2\) to \(2\), where it meets the active level, so every vector solves \(Hc=2Sc\). For example, \(c=(0,1)\) has \(e=(\tfrac12,0)\) and \(a=(-\tfrac12,1)\). These satisfy \(Fe=-2Se\) and \(Fa=2Sa\), as the equivalence requires, although \(c\) itself is neither a frozen nor an active orbital.

## The Lean file

```lean
import Mathlib

open Matrix

namespace ProjectorEmbedding

section Algebra

variable {A : Type*} [Ring A]

/-- The embedding operator `F - F D S - S D F` built from the Fock operator `F`, the density `D`
of the frozen environment and the overlap `S`. -/
def huzinaga (F D S : A) : A := F - F * D * S - S * D * F

/-- For a density idempotent in the overlap metric, multiplying the embedding operator by the
environment projector, `D S` from the right or its counterpart `S D` from the left, gives minus the
environment block of the Fock operator. -/
theorem huzinaga_mul_projector {F D S : A} (h : D * S * D = D) :
    huzinaga F D S * (D * S) = -(S * D * F * (D * S)) ∧
      S * D * huzinaga F D S = -(S * D * F * (D * S)) := by
  unfold huzinaga
  constructor
  · -- isolate the factor `D S D` and contract it
    calc (F - F * D * S - S * D * F) * (D * S)
        = F * D * S - F * (D * S * D) * S - S * D * F * (D * S) := by noncomm_ring
      _ = -(S * D * F * (D * S)) := by rw [h]; noncomm_ring
  · calc S * D * (F - F * D * S - S * D * F)
        = S * D * F - S * D * F * (D * S) - S * (D * S * D) * F := by noncomm_ring
      _ = -(S * D * F * (D * S)) := by rw [h]; noncomm_ring

/-- For arbitrary `F`, `D` and `S`, the embedding operator equals `(1 - S D) F (1 - D S) - S D F D
S`. -/
theorem huzinaga_eq_blocks (F D S : A) :
    huzinaga F D S = (1 - S * D) * F * (1 - D * S) - S * D * F * (D * S) := by
  unfold huzinaga
  noncomm_ring

variable {M : Type*} [AddCommGroup M] [Module A M]

/-- Action of the embedding operator on an orbital, split into the active part `c - D S c` and
the environment part `D S c`. -/
theorem huzinaga_smul (F D S : A) (c : M) :
    huzinaga F D S • c =
      ((1 - S * D) * F) • (c - (D * S) • c) - (S * D * F) • (D * S) • c := by
  have e : c - (D * S) • c = (1 - D * S) • c := by rw [sub_smul, one_smul]
  rw [e, smul_smul ((1 - S * D) * F) (1 - D * S) c, smul_smul (S * D * F) (D * S) c,
    ← sub_smul, huzinaga_eq_blocks]

variable [Algebra ℝ A] [Module ℝ M] [IsScalarTower ℝ A M]

/-- Action of the embedding operator on a Fock orbital of energy `ε`, in terms of the
environment part `D S c` of that orbital. -/
theorem huzinaga_smul_of_fock {F D S : A} {c : M} {ε : ℝ} (hF : F • c = ε • S • c) :
    huzinaga F D S • c = ε • S • c - F • (D * S) • c - ε • S • (D * S) • c := by
  have h1 : huzinaga F D S • c = F • c - F • (D * S) • c - (S * D) • F • c := by
    simp only [huzinaga, sub_smul, mul_smul]
  have h2 : (S * D) • F • c = ε • S • (D * S) • c := by
    rw [hF, smul_comm (S * D) ε (S • c)]
    simp only [mul_smul]
  rw [h1, h2, hF]

/-- A Fock orbital of energy `ε` lying in the frozen environment is an orbital of the embedding
operator with energy `-ε`. -/
theorem huzinaga_environment_orbital {F D S : A} {c : M} {ε : ℝ}
    (hF : F • c = ε • S • c) (hc : (D * S) • c = c) :
    huzinaga F D S • c = -(ε • S • c) := by
  rw [huzinaga_smul_of_fock hF, hc, hF, sub_self, zero_sub]

/-- A Fock orbital of energy `ε` without environment part is an orbital of the embedding
operator with the same energy. -/
theorem huzinaga_active_orbital {F D S : A} {c : M} {ε : ℝ}
    (hF : F • c = ε • S • c) (hc : (D * S) • c = 0) :
    huzinaga F D S • c = ε • S • c := by
  rw [huzinaga_smul_of_fock hF, hc]
  simp only [smul_zero, sub_zero]

/-- For a density idempotent in the overlap metric, an orbital solves the embedding equation with
energy `μ` exactly when its environment part solves the Fock equation projected on the environment
with energy `-μ` and its active part solves the Fock equation projected on the active space with
energy `μ`. -/
theorem huzinaga_eigen_iff {F D S : A} (h : D * S * D = D) (c : M) (μ : ℝ) :
    huzinaga F D S • c = μ • S • c ↔
      (S * D * F) • (D * S) • c = -(μ • S • (D * S) • c) ∧
      ((1 - S * D) * F) • (c - (D * S) • c) = μ • S • (c - (D * S) • c) := by
  constructor
  · intro hc
    -- projecting the equation with `S D` isolates the environment part
    have h1 : (S * D * F) • (D * S) • c = -(μ • S • (D * S) • c) := by
      have h2 : (S * D) • huzinaga F D S • c = (S * D) • μ • S • c := by rw [hc]
      rw [smul_smul (S * D) (huzinaga F D S) c, (huzinaga_mul_projector h).2, neg_smul,
        smul_comm (S * D) μ (S • c), smul_smul (S * D) S c] at h2
      rw [smul_smul (S * D * F) (D * S) c, smul_smul S (D * S) c, ← mul_assoc S D S,
        ← h2, neg_neg]
    refine ⟨h1, ?_⟩
    -- the remainder of the equation is the active part
    rw [huzinaga_smul, h1] at hc
    rw [smul_sub S c ((D * S) • c), smul_sub μ (S • c) (S • (D * S) • c), ← hc,
      sub_neg_eq_add, add_sub_cancel_right]
  · rintro ⟨h1, h2⟩
    rw [huzinaga_smul, h1, h2, smul_sub S c ((D * S) • c),
      smul_sub μ (S • c) (S • (D * S) • c), sub_neg_eq_add, sub_add_cancel]

/-- If the environment density is idempotent in the overlap metric and stationary, `F D S = S D F`,
an orbital solves the embedding equation with energy `μ` exactly when its environment part solves
the full Fock equation with energy `-μ` and its active part solves it with energy `μ`. -/
theorem huzinaga_eigen_iff_of_stationary {F D S : A} (h : D * S * D = D)
    (hcomm : F * D * S = S * D * F) (c : M) (μ : ℝ) :
    huzinaga F D S • c = μ • S • c ↔
      F • (D * S) • c = -(μ • S • (D * S) • c) ∧
      F • (c - (D * S) • c) = μ • S • (c - (D * S) • c) := by
  -- stationarity makes both projections on the left redundant
  have e1 : S * D * F * (D * S) = F * (D * S) := by
    rw [← hcomm]
    calc F * D * S * (D * S) = F * (D * S * D) * S := by noncomm_ring
      _ = F * (D * S) := by rw [h, mul_assoc]
  have e2 : (1 - S * D) * F * (1 - D * S) = F * (1 - D * S) := by
    calc (1 - S * D) * F * (1 - D * S)
        = F * (1 - D * S) - (S * D * F - S * D * F * (D * S)) := by noncomm_ring
      _ = F * (1 - D * S) := by
        rw [e1, ← hcomm, mul_assoc F D S, sub_self, sub_zero]
  have a1 : (S * D * F) • (D * S) • c = F • (D * S) • c := by
    rw [smul_smul (S * D * F) (D * S) c, e1, mul_smul F (D * S) c]
  have a2 : ((1 - S * D) * F) • (c - (D * S) • c) = F • (c - (D * S) • c) := by
    have e : c - (D * S) • c = (1 - D * S) • c := by rw [sub_smul, one_smul]
    rw [e, smul_smul ((1 - S * D) * F) (1 - D * S) c, e2, mul_smul F (1 - D * S) c]
  rw [huzinaga_eigen_iff h, a1, a2]

end Algebra

section Model

/-- Overlap matrix of two normalised basis functions with overlap one half. -/
noncomputable def modelS : Matrix (Fin 2) (Fin 2) ℝ := !![1, 1/2; 1/2, 1]

/-- Density matrix of an environment consisting of the first basis function. -/
def modelD : Matrix (Fin 2) (Fin 2) ℝ := !![1, 0; 0, 0]

/-- Fock matrix of the two-orbital model. -/
def modelF : Matrix (Fin 2) (Fin 2) ℝ := !![-2, -1; -1, 1]

/-- In the two-orbital model the density is idempotent in the overlap metric and stationary;
`(1, 0)` is an environment orbital of energy `-2` and `(1, -2)` an orbital of energy `2` without
environment part. -/
theorem huzinaga_witness :
    modelD * modelS * modelD = modelD ∧
    modelF * modelD * modelS = modelS * modelD * modelF ∧
    (modelF *ᵥ ![1, 0] = (-2 : ℝ) • (modelS *ᵥ ![1, 0]) ∧
      (modelD * modelS) *ᵥ ![1, 0] = ![1, 0]) ∧
    (modelF *ᵥ ![1, -2] = (2 : ℝ) • (modelS *ᵥ ![1, -2]) ∧
      (modelD * modelS) *ᵥ ![1, -2] = 0) := by
  refine ⟨?_, ?_, ⟨?_, ?_⟩, ⟨?_, ?_⟩⟩
  · ext i j
    fin_cases i <;> fin_cases j <;>
      norm_num [modelD, modelS, Matrix.mul_apply, Fin.sum_univ_succ]
  · ext i j
    fin_cases i <;> fin_cases j <;>
      norm_num [modelF, modelD, modelS, Matrix.mul_apply, Fin.sum_univ_succ]
  all_goals
    ext i
    fin_cases i <;>
      norm_num [modelF, modelD, modelS, Matrix.mulVec, dotProduct, Matrix.mul_apply,
        Fin.sum_univ_succ]

end Model

end ProjectorEmbedding
```

```lean
#print axioms ProjectorEmbedding.huzinaga_environment_orbital
#print axioms ProjectorEmbedding.huzinaga_active_orbital
#print axioms ProjectorEmbedding.huzinaga_eigen_iff_of_stationary
```

```
'ProjectorEmbedding.huzinaga_environment_orbital' depends on axioms: [propext, Classical.choice, Quot.sound]
'ProjectorEmbedding.huzinaga_active_orbital' depends on axioms: [propext, Classical.choice, Quot.sound]
'ProjectorEmbedding.huzinaga_eigen_iff_of_stationary' depends on axioms: [propext, Classical.choice, Quot.sound]
```

## What the theorems say about operators and orbitals

The operators \(F\), \(D\) and \(S\) are elements of a type `A` with `[Ring A]`: they can be added and multiplied, and the order of the factors matters. Orbitals are elements of a module `M` over `A`, and `F • c` is the operator applied to the orbital. The assumptions `[Algebra ℝ A]`, `[Module ℝ M]` and `[IsScalarTower ℝ A M]` add real energies and make scaling by them compatible with the action of the operators. The standard case is that of square matrices acting on coefficient vectors in a finite basis. An unbounded operator defined only on part of a Hilbert space does not fit this setting directly.

`huzinaga F D S` is the operator \(H\), introduced as a definition. Its derivation from an energy minimisation with orthogonality constraints is not treated. The definition also fixes a convention: `D * S * D = D` requires a density with occupation one per orbital. A closed-shell density with occupation two must be halved first.

`huzinaga_environment_orbital` and `huzinaga_active_orbital` are the two sign rules. They assume the Fock equation `F • c = ε • S • c` and a condition on the environment part, `(D * S) • c = c` or `(D * S) • c = 0`, but not idempotency. `huzinaga_eigen_iff` is the equivalence with the two projected equations for idempotent \(D\), and `huzinaga_eigen_iff_of_stationary` is the version with full Fock equations. All these statements concern equations, so \(c=0\) is allowed, and for a non-zero \(c\) one of its two parts may still vanish.

The stationarity hypothesis `F * D * S = S * D * F` says that \(F\) does not couple the environment to its complement. It holds if the environment is spanned by eigenorbitals of a symmetric \(F\). It generally fails for localised orbitals that mix occupied eigenorbitals across the boundary between the subsystems; the projected equations are then what remains.

For embedding calculations with a fixed Fock operator, the sign rules show that frozen eigenorbitals of negative energy are moved to positive energy, above every active level that is negative. A frozen orbital of positive energy would move down instead. The theorems do not deal with the dependence of \(F\) on the active density during self-consistency, with the existence of solutions, or with the choice of which orbitals to fill.

`huzinaga_witness` confirms that the two-function example is idempotent and stationary, and that its two orbitals satisfy the Fock equation and the respective condition on the environment part. It uses the matrix–vector product `*ᵥ` and does not form \(H\).

## How the proof follows the algebra

`huzinaga_mul_projector` proves the two product identities. In each, `noncomm_ring` expands the product and brackets it so that \(DSD\) appears, `rw [h]` replaces that factor by \(D\), and a second `noncomm_ring` cancels the remaining terms. `huzinaga_eq_blocks` is a pure expansion. `huzinaga_smul` applies it to an orbital, after writing \(c-DSc\) as \((1-DS)c\).

`huzinaga_smul_of_fock` is the first displayed formula for \(Hc\). Its step `h1` distributes \(H\) over the orbital. Step `h2` inserts the Fock equation into \(SD\,Fc\) and moves the real number \(\varepsilon\) past \(SD\). The two sign rules then follow by substituting \(c\) or \(0\) for the environment part.

In the forward direction of `huzinaga_eigen_iff`, the inner `h2` is the embedding equation multiplied by \(SD\). The second half of `huzinaga_mul_projector` rewrites its left-hand side as \(-SDFDSc\), which yields the environment equation `h1`. Inserting `h1` into the split form from `huzinaga_smul` and cancelling the common term \(\mu Se\) leaves the active equation. The backward direction substitutes both equations into the same split form.

For a stationary environment, `e1` and `e2` are the operator identities \(SDFDS=FDS\) and \((1-SD)F(1-DS)=F(1-DS)\). The steps `a1` and `a2` apply them to \(c\), and the last line rewrites the two projected equations with them. In the numerical example, `fin_cases` goes through the matrix and vector entries and `norm_num` evaluates each one.
